# Site sum rule for energy-referenced Hamilton populations in a finite orbital basis

In a non-orthogonal basis one must choose which pair quantity counts as a Hamilton population. Take a finite set of orbitals with Hamiltonian matrix H and overlap matrix S, and a state with coefficients c_m and energy e. The usual crystal orbital Hamilton population (COHP) weights H_mk alone. Here the weight is H_mk − e S_mk, which is unchanged when the energy zero moves (H → H + λS, e → e + λ for real λ) and reduces to H_mk where S_mk = 0. Negative values are called bonding. Entries are complex, which includes the real symmetric case.

In Lean 4 with Mathlib:

```lean
import Mathlib

open Matrix ComplexConjugate

namespace SiteSumRuleCOHP

noncomputable section

variable {n : Type*} [Fintype n] [DecidableEq n]
```

`n` is the finite set of orbital labels and `conj` is complex conjugation, written c* below.

```lean
/-- The vector `c` solves the generalised eigenvalue equation `H c = e S c`
with real energy `e`. -/
def SolvesSecular (H S : Matrix n n ℂ) (e : ℝ) (c : n → ℂ) : Prop :=
  H *ᵥ c = (e : ℂ) • (S *ᵥ c)
```

`H *ᵥ c` is the matrix-vector product, so this is the secular equation Hc = eSc. The type `ℝ` makes e real by assumption. Neither normalisation of c nor positivity of S is imposed, and c = 0 qualifies.

```lean
/-- Energy-referenced Hamilton population of the orbital pair `(m, k)`:
`conj(c_m) (H_mk - e S_mk) c_k`. -/
def pairCOHP (H S : Matrix n n ℂ) (e : ℝ) (c : n → ℂ) (m k : n) : ℂ :=
  conj (c m) * (H m k - e * S m k) * c k
```

The pair term is

p_mk = c_m* (H_mk − e S_mk) c_k.

```lean
/-- Sum of the pair populations of orbital `m` with all other orbitals `k ≠ m`. -/
def siteCOHP (H S : Matrix n n ℂ) (e : ℝ) (c : n → ℂ) (m : n) : ℂ :=
  ∑ k ∈ Finset.univ.erase m, pairCOHP H S e c m k
```

`Finset.univ.erase m` is the set of all orbitals except m, so the site term is

s_m = Σ_(k≠m) p_mk.

A site is one orbital. Both quantities belong to a single state and carry no density-of-states weight.

## The row identity and the sum rule

```lean
omit [DecidableEq n] in
/-- Summing the pair populations of `m` over all orbitals, `m` included, gives
`conj(c_m)` times the residual `(H c - e S c)_m`. -/
theorem row_sum (H S : Matrix n n ℂ) (e : ℝ) (c : n → ℂ) (m : n) :
    ∑ k, pairCOHP H S e c m k = conj (c m) * ((H *ᵥ c) m - e * (S *ᵥ c) m) := by
  simp only [pairCOHP, Matrix.mulVec, dotProduct]
  rw [Finset.mul_sum, ← Finset.sum_sub_distrib, Finset.mul_sum]
  exact Finset.sum_congr rfl fun k _ => by ring
```

Define the residual r_m = (Hc)_m − e (Sc)_m. Pulling c_m* out of the sum over all k gives

Σ_k p_mk = c_m* (Σ_k H_mk c_k − e Σ_k S_mk c_k) = c_m* r_m.

The proof unfolds both products into sums, merges them, and lets `ring` compare term by term.

```lean
/-- For a normalised orbital `m` and any vector `c`, the site population is
`(e - H_mm) |c_m|²` plus `conj(c_m)` times the residual `(H c - e S c)_m`. -/
theorem site_eq_residual (H S : Matrix n n ℂ) (e : ℝ) (c : n → ℂ) (m : n)
    (hS : S m m = 1) :
    siteCOHP H S e c m = (e - H m m) * (Complex.normSq (c m) : ℂ)
      + conj (c m) * ((H *ᵥ c) m - e * (S *ᵥ c) m) := by
  -- split off the diagonal term of the full row sum
  have h := Finset.add_sum_erase Finset.univ (pairCOHP H S e c m) (Finset.mem_univ m)
  rw [row_sum] at h
  have hd : pairCOHP H S e c m m = (H m m - e) * (Complex.normSq (c m) : ℂ) := by
    rw [pairCOHP, hS, Complex.normSq_eq_conj_mul_self]
    ring
  unfold siteCOHP
  linear_combination h - hd
```

The hypothesis `hS`, S_mm = 1, says that basis orbital m is normalised, and `Complex.normSq (c m)` is |c_m|². Splitting off k = m gives p_mm + s_m = c_m* r_m, which is `h`. The diagonal term is p_mm = (H_mm − e)|c_m|², which is `hd`. Their difference, taken by `linear_combination h - hd`, is

s_m = (e − H_mm)|c_m|² + c_m* r_m

for any vector c.

```lean
/-- Site sum rule: if `H c = e S c` and `S_mm = 1`, the pair populations of orbital `m`
with all other orbitals add up to `(e - H_mm) |c_m|²`. -/
theorem site_sum_rule {H S : Matrix n n ℂ} {e : ℝ} {c : n → ℂ}
    (hc : SolvesSecular H S e c) (m : n) (hS : S m m = 1) :
    siteCOHP H S e c m = (e - H m m) * (Complex.normSq (c m) : ℂ) := by
  have hm : (H *ᵥ c) m = e * (S *ᵥ c) m := by
    have h := congrFun hc m
    simpa using h
  rw [site_eq_residual H S e c m hS, hm]
  ring
```

For a solution of the secular equation r_m = 0, so

s_m = (e − H_mm)|c_m|².

`congrFun hc m` extracts row m of Hc = eSc. No symmetry of H or S enters. With a single orbital the sum is empty and the rule reads (e − H_mm)|c_m|² = 0.

```lean
/-- For unit-diagonal `S` and a vector with no vanishing coefficient, the site sum rule
holds at every orbital exactly when `H c = e S c`. -/
theorem site_sum_rule_iff (H S : Matrix n n ℂ) (e : ℝ) (c : n → ℂ)
    (hS : ∀ m, S m m = 1) (hc : ∀ m, c m ≠ 0) :
    (∀ m, siteCOHP H S e c m = (e - H m m) * (Complex.normSq (c m) : ℂ))
      ↔ SolvesSecular H S e c := by
  refine ⟨fun h => ?_, fun h m => site_sum_rule h m (hS m)⟩
  funext m
  have h1 := site_eq_residual H S e c m (hS m)
  have h2 : conj (c m) * ((H *ᵥ c) m - e * (S *ᵥ c) m) = 0 := by
    linear_combination h m - h1
  -- the coefficient is nonzero, so the residual vanishes
  have h3 : conj (c m) ≠ 0 := by simpa using hc m
  have h4 := sub_eq_zero.mp ((mul_eq_zero.mp h2).resolve_left h3)
  simpa using h4
```

If every orbital is normalised and no c_m vanishes, the rule at all sites is equivalent to Hc = eSc. Comparing the rule with the previous identity leaves c_m* r_m = 0 (`h2`), and c_m ≠ 0 forces r_m = 0.

## Sign of the site term

```lean
/-- For Hermitian `H`, `H c = e S c`, `S_mm = 1` and `c_m ≠ 0`, the site population is real,
and it is negative exactly when `e` lies below the on-site energy `H_mm`. -/
theorem site_neg_iff {H S : Matrix n n ℂ} {e : ℝ} {c : n → ℂ} (hH : H.IsHermitian)
    (hc : SolvesSecular H S e c) (m : n) (hS : S m m = 1) (hm : c m ≠ 0) :
    (siteCOHP H S e c m).im = 0 ∧ ((siteCOHP H S e c m).re < 0 ↔ e < (H m m).re) := by
  have hreal : (H m m).im = 0 := by
    have h : conj (H m m) = H m m := hH.apply m m
    exact Complex.conj_eq_iff_im.mp h
  have hpos : 0 < Complex.normSq (c m) := Complex.normSq_pos.mpr hm
  rw [site_sum_rule hc m hS]
  have hre : (((e : ℂ) - H m m) * (Complex.normSq (c m) : ℂ)).re
      = (e - (H m m).re) * Complex.normSq (c m) := by
    simp [Complex.mul_re]
  refine ⟨by simp [Complex.mul_im, hreal], ?_⟩
  rw [hre]
  constructor
  · intro h
    by_contra hle
    have h0 : 0 ≤ e - (H m m).re := by linarith [not_lt.mp hle]
    have := mul_nonneg h0 hpos.le
    linarith
  · intro h
    exact mul_neg_of_neg_of_pos (by linarith) hpos
```

`H.IsHermitian` means H_mk* = H_km, so the on-site energy H_mm is real (`hreal`). Then s_m is the real number e − H_mm times |c_m|² > 0 (`hpos`). Its imaginary part `.im` vanishes, and its real part `.re` is negative exactly when e < H_mm. The two directions of the proof are the sign rules for a product with a positive factor.

```lean
/-- For Hermitian `H` and unit-diagonal `S`, a solution whose energy lies below every on-site
energy has a real, negative site population at each orbital where `c_m ≠ 0`. -/
theorem net_bonding_everywhere {H S : Matrix n n ℂ} {e : ℝ} {c : n → ℂ}
    (hH : H.IsHermitian) (hS : ∀ m, S m m = 1) (hc : SolvesSecular H S e c)
    (he : ∀ m, e < (H m m).re) (m : n) (hm : c m ≠ 0) :
    (siteCOHP H S e c m).im = 0 ∧ (siteCOHP H S e c m).re < 0 := by
  have h := site_neg_iff hH hc m (hS m) hm
  exact ⟨h.1, h.2.mpr (he m)⟩
```

Applying this at each orbital: if e lies below every on-site energy (`he`), then s_m < 0 wherever c_m ≠ 0. The condition `he` is assumed, not derived from the state being low-lying. The conclusion concerns the sum, and the sign of an individual p_mk is left open.

## Fragments and occupied states

```lean
/-- Fragment sum rule: if `H c = e S c`, the pair populations between a set `A` of orbitals
and its complement equal minus the populations within `A`, diagonal terms included. -/
theorem fragment_sum_rule {H S : Matrix n n ℂ} {e : ℝ} {c : n → ℂ}
    (hc : SolvesSecular H S e c) (A : Finset n) :
    ∑ m ∈ A, ∑ k ∈ Aᶜ, pairCOHP H S e c m k
      = -∑ m ∈ A, ∑ k ∈ A, pairCOHP H S e c m k := by
  rw [eq_neg_iff_add_eq_zero, ← Finset.sum_add_distrib]
  refine Finset.sum_eq_zero fun m _ => ?_
  have hm : (H *ᵥ c) m = e * (S *ᵥ c) m := by
    have h := congrFun hc m
    simpa using h
  -- each full row sums to zero
  rw [add_comm, Finset.sum_add_sum_compl, row_sum, hm]
  ring
```

Let A be a set of orbitals, such as those of one atom, and `Aᶜ` the rest. Each full row sums to c_m* r_m = 0. Splitting k into A and its complement and summing over m in A gives

Σ_(m∈A) Σ_(k∉A) p_mk = − Σ_(m∈A) Σ_(k∈A) p_mk.

The right side keeps its diagonal terms, so S_mm = 1 is not needed.

```lean
/-- If `S_mm = 1` and each `c i` with `i ∈ occ` solves `H c = ε_i S c`, then for real weights `f i`
the weighted sum over `occ` of the site population is `∑ f_i ε_i |c_im|² - H_mm ∑ f_i |c_im|²`. -/
theorem integrated_site_sum_rule {ι : Type*} (occ : Finset ι) {H S : Matrix n n ℂ}
    (ε f : ι → ℝ) (c : ι → n → ℂ) (hc : ∀ i ∈ occ, SolvesSecular H S (ε i) (c i))
    (m : n) (hS : S m m = 1) :
    ∑ i ∈ occ, (f i : ℂ) * siteCOHP H S (ε i) (c i) m
      = ∑ i ∈ occ, (f i : ℂ) * ε i * (Complex.normSq (c i m) : ℂ)
        - H m m * ∑ i ∈ occ, (f i : ℂ) * (Complex.normSq (c i m) : ℂ) := by
  rw [Finset.mul_sum, ← Finset.sum_sub_distrib]
  refine Finset.sum_congr rfl fun i hi => ?_
  rw [site_sum_rule (hc i hi) m hS]
  ring
```

`occ` is a finite set of states i with energies ε_i, arbitrary real weights f_i and coefficients c_im, each solving the secular equation for the same H and S. The hypothesis S_mm = 1 (`hS`) is required again here. With s_m(i) the site term of state i, the rule applied state by state gives

Σ_i f_i s_m(i) = Σ_i f_i ε_i |c_im|² − H_mm Σ_i f_i |c_im|².

For occupation numbers f_i and states normalised to c†Sc = 1, the two sums are diagonal elements of the energy-weighted and the ordinary density matrix. In a finite-basis one-electron model with a fixed H, such as extended Hückel or tight binding, the occupation-weighted sum of the pair terms of orbital m with all other orbitals thus follows from H_mm and these two diagonal elements.

## A dimer with overlap 1/2

```lean
/-- Hamiltonian of a symmetric dimer with on-site energy `0` and hopping `-1`. -/
def dimerH : Matrix (Fin 2) (Fin 2) ℂ := !![0, -1; -1, 0]

/-- Overlap matrix of a dimer with overlap `1/2`. -/
def dimerS : Matrix (Fin 2) (Fin 2) ℂ := !![1, 1 / 2; 1 / 2, 1]
```

The orbitals are labelled 0 and 1, with on-site energies 0, hopping H_01 = H_10 = −1 and overlap S_01 = S_10 = 1/2.

```lean
/-- The dimer has Hermitian `H` and unit-diagonal `S`, and `(1, 1)` solves its secular
equation with energy `-2/3`, below both on-site energies. -/
theorem dimer_witness :
    dimerH.IsHermitian ∧ (∀ m, dimerS m m = 1) ∧
      SolvesSecular dimerH dimerS (-2 / 3) ![1, 1] ∧
      (∀ m, (-2 / 3 : ℝ) < (dimerH m m).re) := by
  refine ⟨?_, ?_, ?_, ?_⟩
  · ext i j
    fin_cases i <;> fin_cases j <;> simp [dimerH, Matrix.conjTranspose_apply]
  · intro m
    fin_cases m <;> simp [dimerS]
  · funext m
    fin_cases m <;>
      simp [dimerH, dimerS, Matrix.mulVec, dotProduct, Fin.sum_univ_succ] <;> norm_num
  · intro m
    fin_cases m <;> simp [dimerH] <;> norm_num

end

end SiteSumRuleCOHP
```

The four statements joined by `∧` are the hypotheses `hH`, `hS`, `hc` and `he` of `net_bonding_everywhere` for c = (1, 1) and e = −2/3; `fin_cases` checks them entry by entry. By hand, Hc = (−1, −1) and Sc = (3/2, 3/2), so Hc = −(2/3) Sc. Evaluating further than the theorem itself goes, the only pair term at orbital 0 is

s_0 = p_01 = −1 − (−2/3)(1/2) = −2/3,

which matches (e − H_00)|c_0|² = −2/3. Since c†Sc = 3, the normalised vector (1, 1)/√3 has |c_0|² = 1/3 and s_0 = −2/9, whereas the unreferenced product c_0* H_01 c_1 is −1/3.

```lean
#print axioms SiteSumRuleCOHP.site_sum_rule
#print axioms SiteSumRuleCOHP.net_bonding_everywhere
#print axioms SiteSumRuleCOHP.fragment_sum_rule
#print axioms SiteSumRuleCOHP.integrated_site_sum_rule
```

```
'SiteSumRuleCOHP.site_sum_rule' depends on axioms: [propext, Classical.choice, Quot.sound]
'SiteSumRuleCOHP.net_bonding_everywhere' depends on axioms: [propext, Classical.choice, Quot.sound]
'SiteSumRuleCOHP.fragment_sum_rule' depends on axioms: [propext, Classical.choice, Quot.sound]
'SiteSumRuleCOHP.integrated_site_sum_rule' depends on axioms: [propext, Classical.choice, Quot.sound]
```
